# On a connected finite graph, the Laplacian's quadratic form is strictly positive for any non-constant real vector

The declaration `laplacian_form_pos` takes a finite connected graph with unit weight on every bond, and a real vector `a` on its sites that differs at some two sites `k` and `l`. It states that `a · L a` is strictly positive, where `L` is the graph Laplacian. In physics, with `L` as the hopping Hamiltonian of one particle, this says that a real, non-constant state has positive energy; `a` need not be normalised, and the mean energy is `a · L a` divided by `a · a`. The attempt supposes the form is not positive and uses `summation_by_parts`, which writes twice the form as a sum of squared differences over ordered adjacent pairs. Every square must then vanish, so `a` is constant along walks, and connectedness gives `a k = a l`, a contradiction.

Lean 4 with Mathlib refuses this proof:

```lean
import Mathlib

open Matrix

namespace LaplacianFormPos

variable {V : Type*} [Fintype V] [DecidableEq V] (G : SimpleGraph V) [DecidableRel G.Adj]

/-- The Laplacian at a site sums the differences between that site and its neighbours. -/
theorem laplacian_apply (f : V → ℝ) (i : V) :
    (G.lapMatrix ℝ *ᵥ f) i = ∑ j, if G.Adj i j then f i - f j else 0 := by
  have h : G.neighborFinset i = Finset.univ.filter (fun j => G.Adj i j) := by
    ext j
    simp
  rw [SimpleGraph.lapMatrix_mulVec_apply, ← G.card_neighborFinset_eq_degree, h,
    ← Finset.sum_filter, Finset.sum_sub_distrib, Finset.sum_const, nsmul_eq_mul]

/-- Summation by parts on the graph: twice `u · L v` is the sum over ordered adjacent pairs of
the product of the differences of `u` and `v`. -/
theorem summation_by_parts (u v : V → ℝ) :
    2 * (u ⬝ᵥ (G.lapMatrix ℝ *ᵥ v)) =
      ∑ i, ∑ j, if G.Adj i j then (u i - u j) * (v i - v j) else 0 := by
  have h1 : u ⬝ᵥ (G.lapMatrix ℝ *ᵥ v) =
      ∑ i, ∑ j, if G.Adj i j then u i * (v i - v j) else 0 := by
    simp only [dotProduct, laplacian_apply, Finset.mul_sum, mul_ite, mul_zero]
  -- exchange the two ends of every bond
  have h2 : u ⬝ᵥ (G.lapMatrix ℝ *ᵥ v) =
      ∑ i, ∑ j, if G.Adj i j then u j * (v j - v i) else 0 := by
    rw [h1, Finset.sum_comm]
    refine Finset.sum_congr rfl fun i _ => Finset.sum_congr rfl fun j _ => ?_
    by_cases h : G.Adj i j
    · simp [h, h.symm]
    · have h' : ¬ G.Adj j i := fun k => h k.symm
      simp [h, h']
  rw [two_mul]
  nth_rewrite 1 [h1]
  rw [h2, ← Finset.sum_add_distrib]
  refine Finset.sum_congr rfl fun i _ => ?_
  rw [← Finset.sum_add_distrib]
  refine Finset.sum_congr rfl fun j _ => ?_
  split_ifs <;> ring

/-- On a connected graph, `a · L a` is strictly positive if `a` takes two different values. -/
theorem laplacian_form_pos (hG : G.Connected) {a : V → ℝ} {k l : V} (hkl : a k ≠ a l) :
    0 < a ⬝ᵥ (G.lapMatrix ℝ *ᵥ a) := by
  by_contra hneg
  have hs := summation_by_parts G a a
  have h0 : ∀ i j, 0 ≤ (if G.Adj i j then (a i - a j) * (a i - a j) else 0) := fun i j => by
    split_ifs
    · exact mul_self_nonneg _
    · exact le_rfl
  -- otherwise every bond term vanishes, and `a` is constant along walks
  have hadj : ∀ i j, G.Adj i j → a i = a j := fun i j hij => by
    have h1 := Finset.single_le_sum (fun j _ => h0 i j) (Finset.mem_univ j)
    have h2 := Finset.single_le_sum
      (fun i _ => Finset.sum_nonneg fun j _ => h0 i j) (Finset.mem_univ i)
    rw [if_pos hij] at h1
    have h3 : (a i - a j) * (a i - a j) = 0 :=
      le_antisymm (by linarith) (mul_self_nonneg _)
    exact sub_eq_zero.mp (mul_self_eq_zero.mp h3)
  have hwalk : ∀ u v, G.Walk u v → a u = a v := fun u v p => by
    induction p with
    | nil => rfl
    | cons h _ ih => exact (hadj _ _ h).trans ih
  obtain ⟨p⟩ := hG.preconnected k l
  exact hkl (hwalk k l p)

end LaplacianFormPos
```

The error:

```
Main.lean:55:15: error: don't know how to synthesize implicit argument `f`
  @Finset.single_le_sum V ℝ Real.instAddCommMonoid Real.instPreorder
    (fun i => ∑ i_1 ∈ ?m.139 i, if G.Adj i i_1 then (a i - a i_1) * (a i - a i_1) else 0) Finset.univ
    IsOrderedAddMonoid.toAddLeftMono (fun i x => Finset.sum_nonneg fun j x => h0 i j) i (Finset.mem_univ i)
context:
V : Type u_1
inst✝² : Fintype V
inst✝¹ : DecidableEq V
G : SimpleGraph V
inst✝ : DecidableRel G.Adj
hG : G.Connected
a : V → ℝ
k l : V
hkl : a k ≠ a l
hneg : ¬0 < a ⬝ᵥ SimpleGraph.lapMatrix ℝ G *ᵥ a
hs : 2 * a ⬝ᵥ SimpleGraph.lapMatrix ℝ G *ᵥ a = ∑ i, ∑ j, if G.Adj i j then (a i - a j) * (a i - a j) else 0
h0 : ∀ (i j : V), 0 ≤ if G.Adj i j then (a i - a j) * (a i - a j) else 0
i j : V
hij : G.Adj i j
h1 : (if G.Adj i j then (a i - a j) * (a i - a j) else 0) ≤ ∑ x, if G.Adj i x then (a i - a x) * (a i - a x) else 0
⊢ V → ℝ
Main.lean:56:18: error: don't know how to synthesize implicit argument `s`
  @Finset.sum_nonneg V ℝ Real.instAddCommMonoid Real.instPreorder
    (fun j => if G.Adj i j then (a i - a j) * (a i - a j) else 0) (?m.139 i) IsOrderedAddMonoid.toAddLeftMono fun j x =>
    h0 i j
context:
V : Type u_1
inst✝² : Fintype V
inst✝¹ : DecidableEq V
G : SimpleGraph V
inst✝ : DecidableRel G.Adj
hG : G.Connected
a : V → ℝ
k l : V
hkl : a k ≠ a l
hneg : ¬0 < a ⬝ᵥ SimpleGraph.lapMatrix ℝ G *ᵥ a
hs : 2 * a ⬝ᵥ SimpleGraph.lapMatrix ℝ G *ᵥ a = ∑ i, ∑ j, if G.Adj i j then (a i - a j) * (a i - a j) else 0
h0 : ∀ (i j : V), 0 ≤ if G.Adj i j then (a i - a j) * (a i - a j) else 0
i✝ j : V
hij : G.Adj i✝ j
h1 :
  (if G.Adj i✝ j then (a i✝ - a j) * (a i✝ - a j) else 0) ≤ ∑ x, if G.Adj i✝ x then (a i✝ - a x) * (a i✝ - a x) else 0
i : V
x✝ : i ∈ Finset.univ
⊢ Finset V
Main.lean:56:42: error(lean.inferBinderTypeFailed): Failed to infer binder type
Main.lean:55:9: error: failed to infer `have` declaration type
Main.lean:53:61: error: unsolved goals
V : Type u_1
inst✝² : Fintype V
inst✝¹ : DecidableEq V
G : SimpleGraph V
inst✝ : DecidableRel G.Adj
hG : G.Connected
a : V → ℝ
k l : V
hkl : a k ≠ a l
hneg : ¬0 < a ⬝ᵥ SimpleGraph.lapMatrix ℝ G *ᵥ a
hs : 2 * a ⬝ᵥ SimpleGraph.lapMatrix ℝ G *ᵥ a = ∑ i, ∑ j, if G.Adj i j then (a i - a j) * (a i - a j) else 0
h0 : ∀ (i j : V), 0 ≤ if G.Adj i j then (a i - a j) * (a i - a j) else 0
i j : V
hij : G.Adj i j
h1 : (if G.Adj i j then (a i - a j) * (a i - a j) else 0) ≤ ∑ x, if G.Adj i x then (a i - a x) * (a i - a x) else 0
⊢ a i = a j
```

Cause. The fault is in `h2`, which should say that one site's sum of squares is at most the sum over all sites. It was given no type, so Lean had to find the summand `f` of `Finset.single_le_sum` from the proof that it is non-negative. That proof uses `Finset.sum_nonneg`, whose own index set `s` nothing determines: `h0 i j` holds for all `j`, and `Finset.mem_univ i` fixes only the outer set.

The first two messages report this gap, as the unknown `?m.139 i` inside `f` and as `s` itself. The next two follow from it: the membership hypothesis `_` has no known type, nor has `h2`. The last, the unsolved goal `a i = a j`, is a consequence of the failed `have`, not a separate fault.

The repair states the type of `h2`, with both sums over all sites, and gives `f` explicitly. The inner set is then `Finset.univ`, and nothing is left to guess. The messages do not show whether the stated type alone would have been enough.

Lean accepts the file once it reads:

```diff
@@ -53,6 +53,9 @@
   have hadj : ∀ i j, G.Adj i j → a i = a j := fun i j hij => by
     have h1 := Finset.single_le_sum (fun j _ => h0 i j) (Finset.mem_univ j)
-    have h2 := Finset.single_le_sum
-      (fun i _ => Finset.sum_nonneg fun j _ => h0 i j) (Finset.mem_univ i)
+    have h2 : (∑ j, if G.Adj i j then (a i - a j) * (a i - a j) else 0) ≤
+        ∑ i, ∑ j, if G.Adj i j then (a i - a j) * (a i - a j) else 0 :=
+      Finset.single_le_sum
+        (f := fun i => ∑ j, if G.Adj i j then (a i - a j) * (a i - a j) else 0)
+        (fun i _ => Finset.sum_nonneg fun j _ => h0 i j) (Finset.mem_univ i)
     rw [if_pos hij] at h1
     have h3 : (a i - a j) * (a i - a j) = 0 :=
```
